# The lowest level-shifted energy in a finite basis stays bounded exactly when its span contains a nonzero state orthogonal to the projected orbitals

In the level-shift form of projection-based embedding, a code adds $\mu P$ to the Fock matrix of the active subsystem and diagonalises the sum. Here $P$ projects onto the occupied orbitals of the environment, and $\mu$ is a large level shift (not a chemical potential). The shift penalises any overlap of the active orbitals with the projected ones, so as to drive the two subsystems towards orthogonality. If the basis of the active subsystem has been truncated, its span may contain no orbital that avoids the penalty, and then even the lowest orbital energy grows without limit.

## Bounded energy and the kernel of the projector

Let $E$ be a finite-dimensional real inner-product space, $P$ an orthogonal projector on $E$, $F$ a fixed linear operator and $W\neq 0$ the span of the truncated basis. Define

$$\varepsilon(\mu)=\min_{x\in W,\ \|x\|=1}\langle x,(F+\mu P)x\rangle .$$

Then $\varepsilon(\mu)$ is bounded over $\mu\ge 0$ if and only if $W\cap\ker P\neq 0$. In that case it converges, as $\mu\to\infty$, to the minimum $\varepsilon_\perp$ of $\langle x,Fx\rangle$ over unit vectors of $W\cap\ker P$. Otherwise it tends to $+\infty$. The condition $\dim W>\operatorname{rank}P$ is sufficient for boundedness.

## Where an embedding code relies on this

Raising $\mu$ until the lowest orbital energy settles presupposes that there is a limit. For a fixed one-particle operator in a finite basis, the result says when there is one. Comparing the number of linearly independent basis functions with the number of projected orbitals gives a quick sufficient check. If it fails, the overlap matrix with a row for each projected orbital and a column for each of these independent basis functions decides: its null space consists of the coefficient vectors of the elements of $W\cap\ker P$.

## From the penalty identity to the limit

**Penalty.** Since $P$ is idempotent and symmetric, $\langle x,Px\rangle=\langle x,PPx\rangle=\langle Px,Px\rangle=\|Px\|^2$. Hence

$$\langle x,(F+\mu P)x\rangle=\langle x,Fx\rangle+\mu\|Px\|^2 .$$

The unit vectors of $W$ form a nonempty compact set and the energy is continuous, so the minimum is attained.

**Threshold.** Suppose every unit $x\in W$ with $Px=0$ has $\langle x,Fx\rangle>a$. Let $K$ be the compact set of unit vectors of $W$ with $\langle x,Fx\rangle\le a$. On $K$ we have $Px\neq0$, so $\|Px\|^2\ge c$ for some $c>0$; if $K$ is empty, take $c=1$. Choose $\mu\ge0$ with $\mu>(a-\varepsilon(0))/c$, and let $x$ be a minimiser for this $\mu$. If $x\in K$, its energy is at least $\varepsilon(0)+\mu c>a$. If $x\notin K$, then $\langle x,Fx\rangle>a$ already and the penalty is nonnegative. Either way $\varepsilon(\mu)>a$.

**Trivial intersection.** If $W\cap\ker P=0$, no unit vector of $W$ has $Px=0$, so the threshold argument applies to every $a$ and $\varepsilon(\mu)\to+\infty$.

**Nontrivial intersection.** A minimiser for $\varepsilon_\perp$ pays no penalty, so $\varepsilon(\mu)\le\varepsilon_\perp$. For every $a<\varepsilon_\perp$, the threshold argument gives $\varepsilon(\mu)>a$ at large $\mu$. Hence $\varepsilon(\mu)\to\varepsilon_\perp$. For $\mu\ge0$ the penalty is nonnegative, so $\varepsilon(0)\le\varepsilon(\mu)\le\varepsilon_\perp$, which is the bound.

**Dimension count.** If $W\cap\ker P=0$, then $\dim W+\dim\ker P\le\dim E=\operatorname{rank}P+\dim\ker P$, so $\dim W\le\operatorname{rank}P$. Thus $\dim W>\operatorname{rank}P$ forces a nontrivial intersection. Equality is not enough: take $W=\operatorname{range}P\neq0$. If $x=Py$ and $Px=0$, then $x=Py=PPy=Px=0$, so the energy diverges.

**One basis function.** If $W$ is spanned by a unit vector $w$, then $\varepsilon(\mu)=\langle w,Fw\rangle+\mu\|Pw\|^2$, which is bounded exactly when $Pw=0$. In the plane, with $P$ projecting onto the first axis and $w=(1,1)/\sqrt2$, the penalty is $\mu/2$. The energy diverges although $\ker P\neq0$.

## The Lean file

```lean
import Mathlib

open Filter Topology

namespace ProjectorEmbeddingTruncatedBasis

noncomputable section

variable {E : Type*} [NormedAddCommGroup E] [InnerProductSpace ℝ E]

/-- The normalised states available in the truncated basis `W`. -/
def unitStates (W : Submodule ℝ E) : Set E := {x | x ∈ W ∧ ‖x‖ = 1}

/-- The lowest expectation value of the operator `A` over normalised states of `W`,
for a nonzero subspace `W` of a finite-dimensional space. -/
def lowestEnergy (A : E →ₗ[ℝ] E) (W : Submodule ℝ E) : ℝ :=
  sInf ((fun x => inner ℝ x (A x)) '' unitStates W)

/-- For an orthogonal projector `P`, the level shift adds `μ` times the squared norm of the
environment component `P x` to the energy of `x`. -/
theorem inner_shifted {P : E →ₗ[ℝ] E} (hP : P.IsSymmetric) (hPP : ∀ x, P (P x) = P x)
    (F : E →ₗ[ℝ] E) (μ : ℝ) (x : E) :
    inner ℝ x ((F + μ • P) x) = inner ℝ x (F x) + μ * ‖P x‖ ^ 2 := by
  have h : inner ℝ x (P x) = ‖P x‖ ^ 2 := by
    rw [← real_inner_self_eq_norm_sq, hP x (P x), hPP x]
  rw [LinearMap.add_apply, LinearMap.smul_apply, inner_add_right, real_inner_smul_right, h]

variable [FiniteDimensional ℝ E]

/-- The normalised states of a subspace of a finite-dimensional space form a compact set. -/
theorem isCompact_unitStates (W : Submodule ℝ E) : IsCompact (unitStates W) := by
  have h : unitStates W = Metric.sphere (0 : E) 1 ∩ (W : Set E) := by
    ext x
    simp [unitStates, and_comm]
  rw [h]
  exact (isCompact_sphere (0 : E) 1).inter_right W.closed_of_finiteDimensional

/-- The expectation value of an operator on a finite-dimensional space depends continuously
on the state. -/
theorem continuous_energy (A : E →ₗ[ℝ] E) : Continuous (fun x => inner ℝ x (A x)) :=
  (continuous_inner (𝕜 := ℝ) (E := E)).comp
    (continuous_id.prodMk A.continuous_of_finiteDimensional)

/-- In a nonzero truncated basis of a finite-dimensional space the lowest energy is attained
by a normalised state. -/
theorem lowestEnergy_isLeast (A : E →ₗ[ℝ] E) {W : Submodule ℝ E} (hW : W ≠ ⊥) :
    IsLeast ((fun x => inner ℝ x (A x)) '' unitStates W) (lowestEnergy A W) := by
  obtain ⟨x, hx, h0⟩ := Submodule.exists_mem_ne_zero_of_ne_bot hW
  have hne : (unitStates W).Nonempty :=
    ⟨‖x‖⁻¹ • x, W.smul_mem _ hx, by
      rw [norm_smul, norm_inv, norm_norm, inv_mul_cancel₀ (norm_ne_zero_iff.mpr h0)]⟩
  exact ((isCompact_unitStates W).image (continuous_energy A)).isLeast_sInf (hne.image _)

variable {F P : E →ₗ[ℝ] E} {W : Submodule ℝ E}

/-- Let `P` be an orthogonal projector on a finite-dimensional space and `W` a nonzero subspace. If
every normalised state of `W` without environment component has energy above `a`, then for all large
enough level shifts the lowest energy in `W` lies above `a`. -/
theorem eventually_lt_lowestEnergy (hP : P.IsSymmetric) (hPP : ∀ x, P (P x) = P x)
    (hW : W ≠ ⊥) {a : ℝ}
    (h : ∀ x ∈ W, ‖x‖ = 1 → P x = 0 → a < inner ℝ x (F x)) :
    ∀ᶠ μ : ℝ in atTop, a < lowestEnergy (F + μ • P) W := by
  have hK : IsCompact (unitStates W ∩ {x | inner ℝ x (F x) ≤ a}) :=
    (isCompact_unitStates W).inter_right (isClosed_le (continuous_energy F) continuous_const)
  -- states of low energy have an environment component bounded away from zero
  have hc : ∃ c : ℝ, 0 < c ∧
      ∀ x ∈ unitStates W ∩ {x | inner ℝ x (F x) ≤ a}, c ≤ ‖P x‖ ^ 2 := by
    rcases (unitStates W ∩ {x | inner ℝ x (F x) ≤ a}).eq_empty_or_nonempty with h0 | hne
    · refine ⟨1, one_pos, fun x hx => ?_⟩
      rw [h0] at hx
      exact absurd hx (Set.notMem_empty x)
    · obtain ⟨y, hy, hmin⟩ := hK.exists_isMinOn hne
        (P.continuous_of_finiteDimensional.norm.pow 2).continuousOn
      have hy0 : P y ≠ 0 := fun h0 => not_lt_of_ge hy.2 (h y hy.1.1 hy.1.2 h0)
      exact ⟨‖P y‖ ^ 2, pow_pos (norm_pos_iff.mpr hy0) 2, fun x hx => hmin hx⟩
  obtain ⟨c, hc0, hc⟩ := hc
  filter_upwards [eventually_ge_atTop (0 : ℝ),
    eventually_gt_atTop ((a - lowestEnergy F W) / c)] with μ h0 h1
  obtain ⟨⟨x, hx, hxe⟩, -⟩ := lowestEnergy_isLeast (F + μ • P) hW
  have hxe' : inner ℝ x ((F + μ • P) x) = lowestEnergy (F + μ • P) W := hxe
  rw [← hxe', inner_shifted hP hPP]
  by_cases hxa : inner ℝ x (F x) ≤ a
  · -- here the penalty outweighs the energy deficit
    have h2 := mul_le_mul_of_nonneg_left (hc x ⟨hx, hxa⟩) h0
    have h3 : lowestEnergy F W ≤ inner ℝ x (F x) :=
      (lowestEnergy_isLeast F hW).2 ⟨x, hx, rfl⟩
    rw [div_lt_iff₀ hc0] at h1
    linarith
  · have h2 := mul_nonneg h0 (sq_nonneg ‖P x‖)
    linarith [not_le.mp hxa]

/-- If a nonzero truncated basis contains no nonzero state annihilated by the orthogonal
projector `P`, the lowest energy diverges to plus infinity with the level shift. -/
theorem tendsto_atTop_of_inf_ker_eq_bot (hP : P.IsSymmetric) (hPP : ∀ x, P (P x) = P x)
    (hW : W ≠ ⊥) (hd : W ⊓ LinearMap.ker P = ⊥) :
    Tendsto (fun μ : ℝ => lowestEnergy (F + μ • P) W) atTop atTop := by
  refine tendsto_atTop.mpr fun a =>
    (eventually_lt_lowestEnergy hP hPP hW fun x hx hn hPx => ?_).mono fun _ h => h.le
  have hm : x ∈ W ⊓ LinearMap.ker P := ⟨hx, LinearMap.mem_ker.mpr hPx⟩
  rw [hd, Submodule.mem_bot] at hm
  simp [hm] at hn

/-- If a subspace `W` of a finite-dimensional space contains a nonzero state annihilated by `P`,
then at every level shift the lowest energy in `W` is at most the lowest energy of `F` among the
states of `W` annihilated by `P`. -/
theorem lowestEnergy_le_constrained (hd : W ⊓ LinearMap.ker P ≠ ⊥) (μ : ℝ) :
    lowestEnergy (F + μ • P) W ≤ lowestEnergy F (W ⊓ LinearMap.ker P) := by
  have hW : W ≠ ⊥ := fun h => hd (by rw [h, bot_inf_eq])
  obtain ⟨⟨x, hx, hxe⟩, -⟩ := lowestEnergy_isLeast F hd
  have hxe' : inner ℝ x (F x) = lowestEnergy F (W ⊓ LinearMap.ker P) := hxe
  have hPx : P x = 0 := LinearMap.mem_ker.mp hx.1.2
  have h1 : lowestEnergy (F + μ • P) W ≤ inner ℝ x ((F + μ • P) x) :=
    (lowestEnergy_isLeast (F + μ • P) hW).2 ⟨x, ⟨hx.1.1, hx.2⟩, rfl⟩
  rwa [LinearMap.add_apply, LinearMap.smul_apply, hPx, smul_zero, add_zero, hxe'] at h1

/-- If a subspace `W` of a finite-dimensional space contains a nonzero state annihilated by the
orthogonal projector `P`, the lowest energy converges, as the level shift grows, to the lowest
energy of `F` among such states of `W`. -/
theorem tendsto_constrained (hP : P.IsSymmetric) (hPP : ∀ x, P (P x) = P x)
    (hd : W ⊓ LinearMap.ker P ≠ ⊥) :
    Tendsto (fun μ : ℝ => lowestEnergy (F + μ • P) W) atTop
      (𝓝 (lowestEnergy F (W ⊓ LinearMap.ker P))) := by
  have hW : W ≠ ⊥ := fun h => hd (by rw [h, bot_inf_eq])
  refine tendsto_order.2 ⟨fun a ha => ?_, fun a ha =>
    Eventually.of_forall fun μ => lt_of_le_of_lt (lowestEnergy_le_constrained hd μ) ha⟩
  refine eventually_lt_lowestEnergy hP hPP hW fun x hx hn hPx => lt_of_lt_of_le ha ?_
  exact (lowestEnergy_isLeast F hd).2 ⟨x, ⟨⟨hx, LinearMap.mem_ker.mpr hPx⟩, hn⟩, rfl⟩

/-- For an orthogonal projector `P` and a nonzero truncated basis `W`, the lowest energy stays
bounded over all nonnegative level shifts if and only if `W` meets the kernel of `P`
nontrivially. -/
theorem bounded_iff_inf_ker_ne_bot (hP : P.IsSymmetric) (hPP : ∀ x, P (P x) = P x)
    (hW : W ≠ ⊥) :
    (∃ C : ℝ, ∀ μ : ℝ, 0 ≤ μ → |lowestEnergy (F + μ • P) W| ≤ C) ↔
      W ⊓ LinearMap.ker P ≠ ⊥ := by
  constructor
  · rintro ⟨C, hC⟩ hd
    have ht := tendsto_atTop_of_inf_ker_eq_bot (F := F) hP hPP hW hd
    obtain ⟨μ, h1, h0⟩ :=
      ((ht.eventually_gt_atTop C).and (eventually_ge_atTop (0 : ℝ))).exists
    exact not_lt_of_ge ((le_abs_self _).trans (hC μ h0)) h1
  · intro hd
    refine ⟨max |lowestEnergy F W| |lowestEnergy F (W ⊓ LinearMap.ker P)|, fun μ h0 =>
      abs_le_max_abs_abs ?_ (lowestEnergy_le_constrained hd μ)⟩
    -- a nonnegative level shift never lowers the energy
    obtain ⟨⟨x, hx, hxe⟩, -⟩ := lowestEnergy_isLeast (F + μ • P) hW
    have hxe' : inner ℝ x ((F + μ • P) x) = lowestEnergy (F + μ • P) W := hxe
    have h3 : lowestEnergy F W ≤ inner ℝ x (F x) :=
      (lowestEnergy_isLeast F hW).2 ⟨x, hx, rfl⟩
    rw [← hxe', inner_shifted hP hPP]
    linarith [mul_nonneg h0 (sq_nonneg ‖P x‖)]

/-- A truncated basis whose dimension exceeds the rank of `P` contains a nonzero state
annihilated by `P`. -/
theorem inf_ker_ne_bot_of_rank_lt
    (h : Module.finrank ℝ (LinearMap.range P) < Module.finrank ℝ W) :
    W ⊓ LinearMap.ker P ≠ ⊥ := by
  intro hd
  have h1 := Submodule.finrank_add_finrank_le_of_disjoint (disjoint_iff.mpr hd)
  have h2 := LinearMap.finrank_range_add_finrank_ker P
  omega

/-- The dimension criterion is sharp: for a nonzero orthogonal projector `P`, the basis
`W = range P`, of dimension equal to the rank of `P`, has a lowest energy that diverges. -/
theorem tendsto_atTop_range (hP : P.IsSymmetric) (hPP : ∀ x, P (P x) = P x) (h0 : P ≠ 0) :
    Tendsto (fun μ : ℝ => lowestEnergy (F + μ • P) (LinearMap.range P)) atTop atTop := by
  refine tendsto_atTop_of_inf_ker_eq_bot hP hPP
    (fun h => h0 (LinearMap.range_eq_bot.mp h)) ?_
  rw [Submodule.eq_bot_iff]
  rintro x ⟨⟨y, rfl⟩, hk⟩
  exact (hPP y).symm.trans (LinearMap.mem_ker.mp hk)

/-- The projector of the plane onto its first coordinate axis. -/
def axisProjector : EuclideanSpace ℝ (Fin 2) →ₗ[ℝ] EuclideanSpace ℝ (Fin 2) where
  toFun x := !₂[x 0, 0]
  map_add' x y := by ext i; fin_cases i <;> simp
  map_smul' c x := by ext i; fin_cases i <;> simp

/-- The axis projector is an orthogonal projector with nonzero kernel, and the diagonal line
is a nonzero truncated basis that meets this kernel only in zero. -/
theorem axisProjector_witness :
    axisProjector.IsSymmetric ∧ (∀ x, axisProjector (axisProjector x) = axisProjector x) ∧
      LinearMap.ker axisProjector ≠ ⊥ ∧
      Submodule.span ℝ {(!₂[1, 1] : EuclideanSpace ℝ (Fin 2))} ≠ ⊥ ∧
      Submodule.span ℝ {(!₂[1, 1] : EuclideanSpace ℝ (Fin 2))} ⊓
        LinearMap.ker axisProjector = ⊥ := by
  refine ⟨fun x y => ?_, fun x => ?_, fun h => ?_, fun h => ?_, ?_⟩
  · simp [axisProjector, PiLp.inner_apply, Fin.sum_univ_two]
  · ext i
    fin_cases i <;> simp [axisProjector]
  · have hm : (!₂[0, 1] : EuclideanSpace ℝ (Fin 2)) ∈ LinearMap.ker axisProjector := by
      rw [LinearMap.mem_ker]
      ext i
      fin_cases i <;> simp [axisProjector]
    rw [h, Submodule.mem_bot] at hm
    have h1 := congrArg (fun v : EuclideanSpace ℝ (Fin 2) => v 1) hm
    simp at h1
  · have h1 := congrArg (fun v : EuclideanSpace ℝ (Fin 2) => v 0)
      (Submodule.span_singleton_eq_bot.mp h)
    simp at h1
  · rw [Submodule.eq_bot_iff]
    rintro x ⟨hx, hk⟩
    obtain ⟨c, rfl⟩ := Submodule.mem_span_singleton.mp hx
    have h1 := congrArg (fun v : EuclideanSpace ℝ (Fin 2) => v 0) (LinearMap.mem_ker.mp hk)
    have h0 : c = 0 := by simpa [axisProjector] using h1
    rw [h0, zero_smul]

end

end ProjectorEmbeddingTruncatedBasis
```

```lean
#print axioms ProjectorEmbeddingTruncatedBasis.eventually_lt_lowestEnergy
#print axioms ProjectorEmbeddingTruncatedBasis.bounded_iff_inf_ker_ne_bot
#print axioms ProjectorEmbeddingTruncatedBasis.inf_ker_ne_bot_of_rank_lt
#print axioms ProjectorEmbeddingTruncatedBasis.tendsto_atTop_range
```

```
'ProjectorEmbeddingTruncatedBasis.eventually_lt_lowestEnergy' depends on axioms: [propext, Classical.choice, Quot.sound]
'ProjectorEmbeddingTruncatedBasis.bounded_iff_inf_ker_ne_bot' depends on axioms: [propext, Classical.choice, Quot.sound]
'ProjectorEmbeddingTruncatedBasis.inf_ker_ne_bot_of_rank_lt' depends on axioms: [propext, Classical.choice, Quot.sound]
'ProjectorEmbeddingTruncatedBasis.tendsto_atTop_range' depends on axioms: [propext, Classical.choice, Quot.sound]
```

## Reading the statements and their proofs

`E` is a finite-dimensional one-particle space that contains both the truncated basis and the environment orbitals, for instance the span of the full basis before truncation. `W` is a subspace, so the choice of basis functions spanning it is immaterial. The inner product plays the part of the overlap metric. The hypotheses `hP` and `hPP` say that `P` is symmetric and idempotent, and `hW` says that `W` is nonzero. `F` needs no symmetry; when it is symmetric, as a Fock operator is, `lowestEnergy` is the lowest eigenvalue of the operator's matrix in an orthonormal basis of `W`. It is defined as an infimum, and `lowestEnergy_isLeast` shows that a unit vector attains it.

`inner_shifted` is the penalty identity. `eventually_lt_lowestEnergy` is the threshold argument: `exists_isMinOn` supplies $c$, `filter_upwards` collects the two conditions on $\mu$, and `by_cases` separates minimisers inside and outside $K$. `tendsto_atTop_of_inf_ker_eq_bot` applies it for every $a$. `tendsto_constrained` combines it with the upper bound `lowestEnergy_le_constrained`, using `tendsto_order` to treat the two sides of the limit separately.

`bounded_iff_inf_ker_ne_bot` states the equivalence, with one constant bounding the absolute value for all $\mu\ge0$. `inf_ker_ne_bot_of_rank_lt` does the dimension count, finished by `omega`, and `tendsto_atTop_range` treats $W=\operatorname{range}P$. `axisProjector_witness` verifies the geometry of the plane example with the unnormalised vector $(1,1)$.

## Self-consistency and higher orbitals

One step left open towards a real embedding calculation is self-consistency: `F` is held fixed as $\mu$ changes, whereas a Fock operator depends on the orbitals it produces. The theorems also concern only the lowest energy. With several occupied active orbitals, that one may converge while the next diverges, for instance when $W\cap\ker P$ is one-dimensional and $W$ is larger. No rate of convergence in $\mu$ is given, and rounding errors at large $\mu$ are not considered.
